# First-order nuclear-size shift of a Dirac 1s level: closed-form bounds and the failure of \(R^2\) scaling

A code that models the nuclear-size shift of a 1s level as \(cR^2\), with nuclear radius \(R\) and a constant \(c\), imports a non-relativistic rule. For the point-nucleus Dirac density the first-order shift divided by \(R^2\) has no finite limit as \(R\to0^+\), so a fitted \(c\) depends on the radii used.

## The identity and the bound

Atomic units are used, with nuclear charge \(Z>0\), radius \(R>0\), electron distance \(r\), exponent \(\gamma>0\) and \(a=2\gamma\). The point potential is \(V_0=-Z/r\). The uniform sphere gives \(V_R=-Z(3-r^2/R^2)/(2R)\) for \(r\le R\) and \(-Z/r\) outside, and \(\Delta V=V_R-V_0\). The radial density is \(\rho=Nr^{a}e^{-2Zr}\) with \(N=(2Z)^{a+1}/\Gamma(a+1)\). Define the first-order shift \(E_1=\int_0^\infty\rho\,\Delta V\,dr\) and the leading shift \(L=N\int_0^R r^a\Delta V\,dr\). Then
\[
L=\frac{6Z^2(2ZR)^{a}}{\Gamma(a+1)\,a(a+1)(a+3)},\qquad e^{-2ZR}L\le E_1\le L .
\]
At \(\gamma=1\), the non-relativistic case, \(L=2Z^4R^2/5\). For \(0<\gamma<1\), \(L/R^2\to+\infty\) as \(R\to0^+\). With the fine-structure constant \(\alpha\), \(0<\alpha Z<1\) and \(\gamma=\sqrt{1-(\alpha Z)^2}\), also \(E_1/R^2\to+\infty\).

## Use in a code

For a one-electron ion with a uniform spherical nucleus, a converged radial quadrature of \(\rho\,\Delta V\) must land in \([e^{-2ZR}L,\,L]\), which checks the grid near the origin and the branch at \(r=R\). The factored \(\Delta V\) below avoids cancellation as \(r\) approaches \(R\). A grid point belongs at \(R\), where \(\Delta V''\) jumps from \(3Z/R^3\) to zero.

## Derivation

For \(0<r\le R\),
\[
\Delta V=\frac Zr-\frac{3Z}{2R}+\frac{Zr^2}{2R^3}=\frac{Z(2R^3-3R^2r+r^3)}{2rR^3}=\frac{Z(R-r)^2(2R+r)}{2rR^3}\ge0,
\]
and \(\Delta V=0\) for \(r>R\). The Gamma integral \(\int_0^\infty r^ae^{-2Zr}dr=\Gamma(a+1)/(2Z)^{a+1}\) gives \(\int_0^\infty\rho\,dr=1\). Multiplying \(\Delta V\) by \(r^a\) gives the powers \(a-1\), \(a\), \(a+2\), all above \(-1\) for \(a>0\), and \(\int_0^Rr^p\,dr=R^{p+1}/(p+1)\) yields
\[
\int_0^R r^a\Delta V\,dr=ZR^a\Big[\frac1a-\frac{3}{2(a+1)}+\frac{1}{2(a+3)}\Big]=\frac{3ZR^a}{a(a+1)(a+3)},
\]
because over the denominator \(2a(a+1)(a+3)\) the numerator is \(2(a+1)(a+3)-3a(a+3)+a(a+1)=6\). Multiplying by \(N\) and using \((2Z)^{a+1}\cdot3ZR^a=6Z^2(2ZR)^a\) gives \(L\). At \(a=2\), \(\Gamma(3)=2\) and \(L=24Z^4R^2/(2\cdot2\cdot3\cdot5)=2Z^4R^2/5\). In general \(L/R^2=CR^{2\gamma-2}\) with \(C=6Z^2(2Z)^a/(\Gamma(a+1)a(a+1)(a+3))>0\), which diverges for \(\gamma<1\).

Only \((0,R]\) contributes to \(E_1\). There \(e^{-2ZR}\le e^{-2Zr}\le1\) multiplies the non-negative \(Nr^a\Delta V\), which gives both bounds. For \(R\le1\) they imply \(E_1/R^2\ge e^{-2Z}L/R^2\), and \(0<\alpha Z<1\) gives \(0<\gamma<1\), so \(E_1/R^2\) diverges too.

An easy mistake is to count the volume factor twice. The \(r^2\) is already in \(\rho\), which at \(\gamma=1\) is \(4Z^3r^2e^{-2Zr}\); a further \(r^2\) would replace \(a\) by \(a+2\) in the moment.

## The file

```lean
import Mathlib

open MeasureTheory Set Filter Topology

namespace NuclearSizeShift

noncomputable section

/-- Coulomb potential energy of an electron at distance `r` from a point nucleus of charge `Z`. -/
def pointPot (Z r : ℝ) : ℝ := -Z / r

/-- Potential energy of an electron in the field of a uniformly charged sphere of charge `Z`
and radius `R`. -/
def spherePot (Z R r : ℝ) : ℝ :=
  if r ≤ R then -Z * (3 - r ^ 2 / R ^ 2) / (2 * R) else -Z / r

/-- The finite-size perturbation: sphere potential minus point potential. -/
def sizePert (Z R r : ℝ) : ℝ := spherePot Z R r - pointPot Z r

/-- The constant `(2Z)^(2γ+1) / Γ(2γ+1)`. -/
def normConst (Z γ : ℝ) : ℝ := (2 * Z) ^ (2 * γ + 1) / Real.Gamma (2 * γ + 1)

/-- Radial density `N r^(2γ) exp(-2Zr)` of the point-nucleus 1s state with exponent `γ`. -/
def density (Z γ r : ℝ) : ℝ := normConst Z γ * (r ^ (2 * γ) * Real.exp (-(2 * Z * r)))

/-- First-order energy shift: the perturbation averaged over the radial density. -/
def firstOrderShift (Z γ R : ℝ) : ℝ := ∫ r in Ioi (0 : ℝ), density Z γ r * sizePert Z R r

/-- The shift with `exp(-2Zr)` replaced by 1, integrated over the nuclear interior. -/
def leadingShift (Z γ R : ℝ) : ℝ :=
  normConst Z γ * ∫ r in Ioc (0 : ℝ) R, r ^ (2 * γ) * sizePert Z R r

/-- The exponent `γ = √(1 - (αZ)²)` of the Dirac 1s state. -/
def diracGamma (α Z : ℝ) : ℝ := Real.sqrt (1 - (α * Z) ^ 2)

/-- Inside the nucleus the perturbation is `Z (R - r)² (2R + r) / (2 r R³)`. -/
theorem sizePert_inside (Z : ℝ) {R r : ℝ} (hR : 0 < R) (hr : 0 < r) (h : r ≤ R) :
    sizePert Z R r = Z * (R - r) ^ 2 * (2 * R + r) / (2 * r * R ^ 3) := by
  rw [sizePert, spherePot, if_pos h, pointPot]
  field_simp
  ring

/-- Outside the nucleus the perturbation vanishes. -/
theorem sizePert_outside (Z : ℝ) {R r : ℝ} (h : R < r) : sizePert Z R r = 0 := by
  rw [sizePert, spherePot, if_neg (not_le.2 h), pointPot, sub_self]

/-- The radial density integrates to one. -/
theorem density_normalised {Z γ : ℝ} (hZ : 0 < Z) (hγ : 0 < γ) :
    ∫ r in Ioi (0 : ℝ), density Z γ r = 1 := by
  have h2Z : 0 < 2 * Z := by positivity
  have ha : 0 < 2 * γ + 1 := by positivity
  have h := Real.integral_rpow_mul_exp_neg_mul_Ioi ha h2Z
  rw [add_sub_cancel_right] at h
  have hG := (Real.Gamma_pos_of_pos ha).ne'
  have hp := (Real.rpow_pos_of_pos h2Z (2 * γ + 1)).ne'
  simp only [density]
  rw [integral_const_mul, h, normConst, one_div, Real.inv_rpow h2Z.le]
  field_simp

/-- For `a > 0`, `r^a` times the perturbation is integrable over the nuclear interior, with
integral `3 Z R^a / (a (a+1) (a+3))`. -/
theorem sizePert_moment (Z : ℝ) {R a : ℝ} (hR : 0 < R) (ha : 0 < a) :
    IntegrableOn (fun r : ℝ => r ^ a * sizePert Z R r) (Ioc 0 R) ∧
      ∫ r in Ioc (0 : ℝ) R, r ^ a * sizePert Z R r
        = 3 * Z * R ^ a / (a * (a + 1) * (a + 3)) := by
  -- the integrand is a sum of three powers of `r`
  have hexp : EqOn (fun r : ℝ => r ^ a * sizePert Z R r)
      (fun r : ℝ => Z * r ^ (a - 1) - 3 * Z / (2 * R) * r ^ a + Z / (2 * R ^ 3) * r ^ (a + 2))
      (Ioc 0 R) := by
    intro r hr
    have h0 : 0 < r := hr.1
    have h1 : r ^ (a - 1) = r ^ a / r := Real.rpow_sub_one h0.ne' a
    have h2 : r ^ (a + 2) = r ^ a * r ^ 2 := by rw [Real.rpow_add h0, Real.rpow_two]
    beta_reduce
    rw [sizePert_inside Z hR h0 hr.2, h1, h2]
    field_simp
    ring
  have i : ∀ p : ℝ, -1 < p → Integrable (fun r : ℝ => r ^ p) (volume.restrict (Ioc 0 R)) :=
    fun p hp => (intervalIntegrable_iff_integrableOn_Ioc_of_le hR.le).1
      (intervalIntegral.intervalIntegrable_rpow' hp)
  have v : ∀ p : ℝ, -1 < p → ∫ r in Ioc (0 : ℝ) R, r ^ p = R ^ (p + 1) / (p + 1) := by
    intro p hp
    rw [← intervalIntegral.integral_of_le hR.le, integral_rpow (Or.inl hp),
      Real.zero_rpow (by linarith : 0 < p + 1).ne', sub_zero]
  have i1 : Integrable (fun r : ℝ => Z * r ^ (a - 1)) (volume.restrict (Ioc 0 R)) :=
    (i (a - 1) (by linarith)).const_mul _
  have i2 : Integrable (fun r : ℝ => 3 * Z / (2 * R) * r ^ a) (volume.restrict (Ioc 0 R)) :=
    (i a (by linarith)).const_mul _
  have i3 : Integrable (fun r : ℝ => Z / (2 * R ^ 3) * r ^ (a + 2))
      (volume.restrict (Ioc 0 R)) := (i (a + 2) (by linarith)).const_mul _
  have i12 : Integrable (fun r : ℝ => Z * r ^ (a - 1) - 3 * Z / (2 * R) * r ^ a)
      (volume.restrict (Ioc 0 R)) := i1.sub i2
  have i123 : IntegrableOn (fun r : ℝ => Z * r ^ (a - 1) - 3 * Z / (2 * R) * r ^ a
      + Z / (2 * R ^ 3) * r ^ (a + 2)) (Ioc 0 R) := i12.add i3
  refine ⟨IntegrableOn.congr_fun i123 hexp.symm measurableSet_Ioc, ?_⟩
  have e2 : R ^ (a + 1) = R ^ a * R := Real.rpow_add_one hR.ne' a
  have e3 : R ^ (a + 2 + 1) = R ^ a * R ^ 2 * R := by
    rw [Real.rpow_add_one hR.ne', Real.rpow_add hR, Real.rpow_two]
  have e4 : a + 2 + 1 = a + 3 := by ring
  rw [setIntegral_congr_fun measurableSet_Ioc hexp, integral_add i12 i3, integral_sub i1 i2,
    integral_const_mul, integral_const_mul, integral_const_mul, v (a - 1) (by linarith),
    v a (by linarith), v (a + 2) (by linarith), e3, e2, e4, sub_add_cancel]
  have h1 : a + 1 ≠ 0 := by positivity
  have h3 : a + 3 ≠ 0 := by positivity
  field_simp
  ring

/-- The leading shift is `6 Z² (2ZR)^(2γ) / (Γ(2γ+1) 2γ (2γ+1) (2γ+3))`. -/
theorem leadingShift_eq {Z γ R : ℝ} (hZ : 0 < Z) (hγ : 0 < γ) (hR : 0 < R) :
    leadingShift Z γ R = 6 * Z ^ 2 * (2 * Z * R) ^ (2 * γ) /
      (Real.Gamma (2 * γ + 1) * (2 * γ * (2 * γ + 1) * (2 * γ + 3))) := by
  have h2Z : 0 < 2 * Z := by positivity
  rw [leadingShift, (sizePert_moment Z hR (by positivity : 0 < 2 * γ)).2, normConst,
    Real.rpow_add_one h2Z.ne', Real.mul_rpow h2Z.le hR.le, div_mul_div_comm]
  congr 1
  ring

/-- At `γ = 1` the leading shift is `2 Z⁴ R² / 5`. -/
theorem leadingShift_nonrel {Z R : ℝ} (hZ : 0 < Z) (hR : 0 < R) :
    leadingShift Z 1 R = 2 * Z ^ 4 * R ^ 2 / 5 := by
  have h2 : (2 * 1 : ℝ) = 2 := by norm_num
  have hG : Real.Gamma (2 + 1) = 2 := by
    rw [Real.Gamma_add_one two_ne_zero, Real.Gamma_two, mul_one]
  rw [leadingShift_eq hZ one_pos hR, h2, hG, Real.rpow_two]
  ring

/-- For `0 < γ < 1` the leading shift divided by `R²` tends to `+∞` as `R → 0⁺`. -/
theorem leadingShift_div_sq_tendsto {Z γ : ℝ} (hZ : 0 < Z) (hγ : 0 < γ) (h1 : γ < 1) :
    Tendsto (fun R => leadingShift Z γ R / R ^ 2) (𝓝[>] 0) atTop := by
  have h2Z : 0 < 2 * Z := by positivity
  have hG := Real.Gamma_pos_of_pos (by positivity : 0 < 2 * γ + 1)
  have hC : 0 < 6 * Z ^ 2 * (2 * Z) ^ (2 * γ) /
      (Real.Gamma (2 * γ + 1) * (2 * γ * (2 * γ + 1) * (2 * γ + 3))) := by positivity
  -- the quotient is a positive constant times `R^(2γ-2)`
  have h := Tendsto.const_mul_atTop hC
    (tendsto_rpow_neg_nhdsGT_zero (by linarith : 2 * γ - 2 < 0))
  refine h.congr' ?_
  filter_upwards [self_mem_nhdsWithin] with R hR
  have hR' : 0 < R := hR
  rw [leadingShift_eq hZ hγ hR', Real.mul_rpow h2Z.le hR'.le, Real.rpow_sub hR', Real.rpow_two]
  ring

/-- The first-order shift lies between `exp(-2ZR)` times the leading shift and the leading
shift itself. -/
theorem firstOrderShift_bounds {Z γ R : ℝ} (hZ : 0 < Z) (hγ : 0 < γ) (hR : 0 < R) :
    Real.exp (-(2 * Z * R)) * leadingShift Z γ R ≤ firstOrderShift Z γ R ∧
      firstOrderShift Z γ R ≤ leadingShift Z γ R := by
  -- only the nuclear interior contributes
  have hred : firstOrderShift Z γ R = normConst Z γ * ∫ r in Ioc (0 : ℝ) R,
      Real.exp (-(2 * Z * r)) * (r ^ (2 * γ) * sizePert Z R r) := by
    rw [firstOrderShift, ← integral_const_mul, ← Ioi_inter_Iic,
      ← setIntegral_indicator measurableSet_Iic]
    refine setIntegral_congr_fun measurableSet_Ioi fun r _ => ?_
    by_cases h : r ≤ R
    · simp only [indicator_of_mem (show r ∈ Iic R from h), density]
      ring
    · simp [indicator, h, sizePert_outside Z (not_le.1 h)]
  have hG := Real.Gamma_pos_of_pos (by positivity : 0 < 2 * γ + 1)
  have hN : 0 ≤ normConst Z γ := by
    rw [normConst]
    positivity
  have hf := (sizePert_moment Z hR (by positivity : 0 < 2 * γ)).1
  -- there the perturbation is repulsive and `exp(-2ZR) ≤ exp(-2Zr) ≤ 1`
  have pos : ∀ r ∈ Ioc (0 : ℝ) R, 0 ≤ r ^ (2 * γ) * sizePert Z R r := by
    intro r hr
    have h0 : 0 < r := hr.1
    rw [sizePert_inside Z hR h0 hr.2]
    positivity
  have le1 : ∀ r ∈ Ioc (0 : ℝ) R, Real.exp (-(2 * Z * r)) * (r ^ (2 * γ) * sizePert Z R r)
      ≤ r ^ (2 * γ) * sizePert Z R r := fun r hr =>
    mul_le_of_le_one_left (pos r hr)
      (Real.exp_le_one_iff.2 (by nlinarith [mul_pos hZ hr.1]))
  have hc : Continuous fun r : ℝ => Real.exp (-(2 * Z * r)) := by fun_prop
  have hi : IntegrableOn
      (fun r : ℝ => Real.exp (-(2 * Z * r)) * (r ^ (2 * γ) * sizePert Z R r)) (Ioc 0 R) :=
    Integrable.mono' hf (hc.aestronglyMeasurable.mul hf.aestronglyMeasurable)
      ((ae_restrict_iff' measurableSet_Ioc).2 (ae_of_all _ fun r hr =>
        (Real.norm_of_nonneg (mul_nonneg (Real.exp_pos _).le (pos r hr))).trans_le (le1 r hr)))
  have key : Real.exp (-(2 * Z * R)) * ∫ r in Ioc (0 : ℝ) R, r ^ (2 * γ) * sizePert Z R r
      ≤ ∫ r in Ioc (0 : ℝ) R, Real.exp (-(2 * Z * r)) * (r ^ (2 * γ) * sizePert Z R r) := by
    rw [← integral_const_mul]
    exact setIntegral_mono_on (Integrable.const_mul hf _) hi measurableSet_Ioc fun r hr =>
      mul_le_mul_of_nonneg_right (Real.exp_le_exp.2
        (by nlinarith [mul_le_mul_of_nonneg_left hr.2 hZ.le])) (pos r hr)
  rw [hred, leadingShift]
  exact ⟨(mul_left_comm _ _ _).trans_le (mul_le_mul_of_nonneg_left key hN),
    mul_le_mul_of_nonneg_left (setIntegral_mono_on hi hf measurableSet_Ioc le1) hN⟩

/-- For `0 < αZ < 1` and the Dirac exponent, the first-order shift divided by `R²` tends to
`+∞` as `R → 0⁺`. -/
theorem dirac_shift_div_sq_tendsto {α Z : ℝ} (hα : 0 < α) (hZ : 0 < Z) (h : α * Z < 1) :
    Tendsto (fun R => firstOrderShift Z (diracGamma α Z) R / R ^ 2) (𝓝[>] 0) atTop := by
  have hx : 0 < α * Z := mul_pos hα hZ
  have hγ : 0 < diracGamma α Z := Real.sqrt_pos.2 (by nlinarith)
  have h1 : diracGamma α Z < 1 := (Real.sqrt_lt' one_pos).2 (by nlinarith [mul_pos hx hx])
  refine tendsto_atTop_mono' _ ?_ (Tendsto.const_mul_atTop (Real.exp_pos (-(2 * Z)))
    (leadingShift_div_sq_tendsto hZ hγ h1))
  filter_upwards [Ioc_mem_nhdsGT one_pos] with R hR
  have hR' : 0 < R := hR.1
  have hG := Real.Gamma_pos_of_pos (by positivity : 0 < 2 * diracGamma α Z + 1)
  have hL : 0 ≤ leadingShift Z (diracGamma α Z) R := by
    rw [leadingShift_eq hZ hγ hR']
    positivity
  have he : Real.exp (-(2 * Z)) ≤ Real.exp (-(2 * Z * R)) :=
    Real.exp_le_exp.2 (by nlinarith [mul_le_mul_of_nonneg_left hR.2 hZ.le])
  rw [← mul_div_assoc]
  exact div_le_div_of_nonneg_right ((mul_le_mul_of_nonneg_right he hL).trans
    (firstOrderShift_bounds hZ hγ hR').1) (by positivity)

end

end NuclearSizeShift
```

```lean
#print axioms NuclearSizeShift.density_normalised
-- 'NuclearSizeShift.density_normalised' depends on axioms: [propext, Classical.choice, Quot.sound]
#print axioms NuclearSizeShift.leadingShift_nonrel
-- 'NuclearSizeShift.leadingShift_nonrel' depends on axioms: [propext, Classical.choice, Quot.sound]
#print axioms NuclearSizeShift.firstOrderShift_bounds
-- 'NuclearSizeShift.firstOrderShift_bounds' depends on axioms: [propext, Classical.choice, Quot.sound]
#print axioms NuclearSizeShift.dirac_shift_div_sq_tendsto
-- 'NuclearSizeShift.dirac_shift_div_sq_tendsto' depends on axioms: [propext, Classical.choice, Quot.sound]
```

## Reading the statements and proofs

`pointPot`, `spherePot`, `sizePert`, `normConst`, `density`, `firstOrderShift`, `leadingShift` and `diracGamma` are \(V_0,V_R,\Delta V,N,\rho,E_1,L\) and the Dirac \(\gamma\). All parameters are real numbers. `Ioi (0 : ℝ)` is \((0,\infty)\), `Ioc 0 R` is \((0,R]\), and `Tendsto` from `𝓝[>] 0` to `atTop` is divergence to \(+\infty\) as \(R\to0^+\) with the other parameters fixed.

`sizePert_inside` and `sizePert_outside` select the branch and give the two forms of \(\Delta V\), for any real \(Z\). `density_normalised` applies `Real.integral_rpow_mul_exp_neg_mul_Ioi`; it confirms \(N\) and is not used later. In `sizePert_moment`, `hexp` is the expansion into three powers, `i` and `v` give integrability and value of each power, and the closing `field_simp` and `ring` combine the fractions. Integrability is part of the statement because Lean gives a non-integrable function the integral zero, and the comparison of integrals needs it. `leadingShift_eq` and `leadingShift_nonrel` are the multiplication by \(N\) and the case \(\gamma=1\). `leadingShift_div_sq_tendsto` matches \(L/R^2\) to \(CR^{2\gamma-2}\), with `hC` as \(C>0\). In `firstOrderShift_bounds`, `hred` restricts to the interior, `pos` is \(r^a\Delta V\ge0\), `le1` and `key` are the upper and lower comparisons, and `hi` obtains integrability by domination. `dirac_shift_div_sq_tendsto` derives \(0<\gamma<1\) and compares on \((0,1]\) through `he`.

## Scope

The density is a definition: the file contains no Dirac equation, and the form of \(\rho\) and `diracGamma` are assumed. \(E_1\) is an expectation value in the point-nucleus state. No theorem relates it to the difference between finite-nucleus and point-nucleus eigenvalues, which also includes the change of the orbital inside the nucleus, so the interval is a target for the quadrature and not for a solver's eigenvalues. Screening, Breit, QED and recoil terms are absent. The divergence concerns the ratio to \(R^2\); the shift itself is bounded by \(L\propto R^{2\gamma}\). The scaling \((2ZR)^{2\gamma}\) carries the prefactor \(Z^2\), and along the Dirac series \(\gamma\) depends on \(Z\), so the \(Z\) trend is not a pure power.

The nucleus could instead be modelled as a charged shell, with \(\Delta V=Z/r-Z/R\) inside. The moment becomes \(ZR^a/(a(a+1))\), the exponent of \(R\) is unchanged, and \(\gamma=1\) gives \(2Z^4R^2/3\), which agrees with the sphere at equal mean-square radius (\(R^2\) for the shell, \(3R^2/5\) for the sphere). The shell formulas and the advice on grids are ordinary calculus that Lean has not checked.
